# In the continuum Frenkel–Kontorova model, a dislocation lowers the energy of some finite film exactly when the dimensionless misfit exceeds 4/π

## A uniform ramp

Take a film of length $\ell$ on a rigid periodic substrate. Let its displacement phase $u$ rise uniformly from $0$ to $2\pi$, so that the film slips by one substrate period from end to end. Choose units in which the stiffness and the substrate amplitude are one. With $u(x)=2\pi x/\ell$, the elastic energy $\int_0^\ell u'^2/2\,dx$ is $2\pi^2/\ell$, and the substrate energy $\int_0^\ell(1-\cos u)\,dx$ is $\ell$. A long ramp saves elastic energy and pays for it on the substrate. The best compromise is $\ell=\sqrt2\,\pi$, with total energy $2\sqrt2\,\pi\approx 8.89$.

Suppose now that the film prefers a phase gradient $d$, so that its elastic energy density is $(u'-d)^2/2$. Relative to an unslipped film of the same length, the misfit lowers the energy of the ramp by $2\pi d$, because the cross term $-d\,u'$ integrates to $-2\pi d$. The best ramp therefore pays off when $d>\sqrt2\approx1.414$. Better profiles lower this threshold to $4/\pi\approx1.273$, and no profile lowers it further.

## Film, substrate and misfit

The Frenkel–Kontorova model describes a chain of discrete atoms joined by springs on a periodic substrate. Here the chain is replaced by a continuous film on an interval $[a,b]$, with strain $e=u'$ and energy

$$E_d[u]=\int_a^b\Big[\tfrac12(e-d)^2+1-\cos u\Big]dx .$$

Length and energy are dimensionless: the stiffness and the substrate amplitude are both set to one. The constant $d$ is the natural misfit, the strain that the film would adopt without the substrate. Strain here means the phase gradient in these units. If the substrate has period $p$ and the unit of length is $\lambda$, the change of film spacing relative to the substrate is $p\,e/(2\pi\lambda)$, which is small when $\lambda$ is much longer than $p$. A value $d=4/\pi$ is therefore not a lattice mismatch of 127%. A positive $d$ means that the free film has the larger spacing.

A dislocation is a continuously differentiable profile with $u(a)=0$ and $u(b)=2\pi$. The commensurate film has $u=0$ and $e=0$ everywhere, and it stores the elastic energy $(b-a)d^2/2$.

## The statement in words

The final theorem, `dislocation_favourable_iff`, says that for every real $d$ the following are equivalent:

- there are an interval $[a,b]$ and a dislocation on it with lower energy than the commensurate film on the same interval at the same misfit;
- $d>4/\pi$.

In Lean, `filmEnergy d a b u e` is the integral above, with phase and strain as separate functions. The structure `IsDislocation a b u e` ties them together: it requires $a<b$, continuity of both functions on the closed interval, $u'=e$ in the interior, and the two end values. The phase may leave the range from $0$ to $2\pi$ in between.

Only dislocations in which the phase rises by $2\pi$ are counted. For negative $d$ the opposite kind, from $0$ to $-2\pi$, is the one that can pay off, and replacing $u$ by $-u$ shows that it does so for some film exactly when $d<-4/\pi$.

The film length is part of what is claimed to exist. For a given $d>4/\pi$ some film qualifies, but a short one need not. The comparison is with one reference state, the commensurate film, so the theorem does not identify the ground state. It also says nothing about the barrier to forming a dislocation, about temperature, or about a deformable substrate. For simulations of strained overlayers, it supplies a reference value in the limit of a long, continuous, one-dimensional classical film on a rigid sinusoidal substrate.

## Derivation

**The lower bound.** Since $1-\cos u=2\sin^2(u/2)$, completing the square gives

$$\tfrac12e^2+1-\cos u=\tfrac12\big(e-2\sin\tfrac u2\big)^2+2\sin\tfrac u2\,e .$$

The last term is the derivative of $-4\cos(u/2)$, so it integrates to $-4\cos\pi+4\cos0=8$. The square is non-negative, hence $E_0[u]\ge8$ for every dislocation.

**The effect of misfit.** Expanding $(e-d)^2/2=e^2/2-d\,e+d^2/2$ and using $\int_a^b e\,dx=2\pi$,

$$E_d[u]=E_0[u]-2\pi d+\tfrac12(b-a)d^2 .$$

The last term is the energy of the commensurate film. Relative to that film, the dislocation costs $E_0[u]-2\pi d$.

**Profiles that approach 8.** Put $\theta(x)=2\arctan(\sinh x)$, so that $\theta'(x)=2/\cosh x$. On $[-L,L]$ with $L>0$, take

$$u_L(x)=\pi+c\,\theta(x),\qquad c=\frac{\pi}{2\arctan(\sinh L)} .$$

Then $c\,\theta(\pm L)=\pm\pi$, and the end values are exactly $0$ and $2\pi$. Since $\arctan(\sinh L)<\pi/2$, we have $c>1$.

The elastic density at zero misfit is $2c^2/\cosh^2x$. The substrate density is $1-\cos u_L=1+\cos(c\theta)$. On the film $|\theta|\le c|\theta|\le\pi$, and the cosine decreases on $[0,\pi]$, so

$$1+\cos(c\theta)\le1+\cos\theta=2\cos^2(\arctan\sinh x)=\frac{2}{\cosh^2x}\le\frac{2c^2}{\cosh^2x}.$$

Adding the two densities and integrating,

$$E_0[u_L]\le\int_{-L}^{L}\frac{4c^2}{\cosh^2x}\,dx=8c^2\tanh L\le8c^2 .$$

As $L\to\infty$, $c\to1$, so the energy comes as close to $8$ as desired.

**The threshold.** If a dislocation beats the commensurate film, then $0>E_0[u]-2\pi d\ge8-2\pi d$, so $d>4/\pi$. Conversely, if $d>4/\pi$, then $\varepsilon=2\pi d-8$ is positive. A sufficiently long film has $E_0[u_L]<8+\varepsilon=2\pi d$, and its dislocation has lower energy than the commensurate film.

## The Lean file

```lean
import Mathlib

open Filter Set
open scoped Real Topology

namespace FrenkelKontorovaMisfit

noncomputable section

/-- Energy of an overlayer on `[a, b]` with displacement phase `u`, strain `e` and natural
misfit `d`: elastic energy `(e - d)² / 2` plus substrate energy `1 - cos u`. -/
def filmEnergy (d a b : ℝ) (u e : ℝ → ℝ) : ℝ :=
  ∫ x in a..b, ((e x - d) ^ 2 / 2 + (1 - Real.cos (u x)))

/-- A misfit dislocation on `[a, b]`: a continuously differentiable phase `u` with
derivative `e` that runs from `0` to `2π`. -/
structure IsDislocation (a b : ℝ) (u e : ℝ → ℝ) : Prop where
  lt : a < b
  cont_phase : ContinuousOn u (Icc a b)
  cont_strain : ContinuousOn e (Icc a b)
  hasDeriv : ∀ x ∈ Ioo a b, HasDerivAt u (e x) x
  left : u a = 0
  right : u b = 2 * π

/-- The energy density of a dislocation is integrable, for every misfit. -/
theorem IsDislocation.integrable {a b : ℝ} {u e : ℝ → ℝ} (h : IsDislocation a b u e)
    (d : ℝ) : IntervalIntegrable (fun x => (e x - d) ^ 2 / 2 + (1 - Real.cos (u x)))
      MeasureTheory.volume a b := by
  apply ContinuousOn.intervalIntegrable_of_Icc h.lt.le
  exact (((h.cont_strain.sub continuousOn_const).pow 2).div_const 2).add
    (continuousOn_const.sub (Real.continuous_cos.comp_continuousOn h.cont_phase))

/-- Completing the square: the energy density at zero misfit is a perfect square plus
the term `2 sin(u/2) e`. -/
theorem density_eq_square_add (u e : ℝ) :
    e ^ 2 / 2 + (1 - Real.cos u) =
      (e - 2 * Real.sin (u / 2)) ^ 2 / 2 + 2 * Real.sin (u / 2) * e := by
  have h := Real.cos_two_mul (u / 2)
  rw [show 2 * (u / 2) = u by ring] at h
  linear_combination -h - 2 * Real.sin_sq_add_cos_sq (u / 2)

/-- At zero misfit every dislocation costs an energy of at least `8`. -/
theorem eight_le_filmEnergy {a b : ℝ} {u e : ℝ → ℝ} (h : IsDislocation a b u e) :
    8 ≤ filmEnergy 0 a b u e := by
  have hs : ContinuousOn (fun x => Real.sin (u x / 2)) (Icc a b) :=
    Real.continuous_sin.comp_continuousOn (h.cont_phase.div_const 2)
  have hi : IntervalIntegrable (fun x => 2 * Real.sin (u x / 2) * e x)
      MeasureTheory.volume a b :=
    ContinuousOn.intervalIntegrable_of_Icc h.lt.le
      ((continuousOn_const.mul hs).mul h.cont_strain)
  -- the cross term is the derivative of `-4 cos(u/2)`
  have hF : ∫ x in a..b, 2 * Real.sin (u x / 2) * e x = 8 := by
    have hc : ContinuousOn (fun x => -4 * Real.cos (u x / 2)) (Icc a b) :=
      continuousOn_const.mul
        (Real.continuous_cos.comp_continuousOn (h.cont_phase.div_const 2))
    rw [intervalIntegral.integral_eq_sub_of_hasDerivAt_of_le h.lt.le hc
      (fun x hx => ((((h.hasDeriv x hx).div_const 2).cos).const_mul (-4)).congr_deriv
        (by ring)) hi]
    rw [h.left, h.right, show 2 * π / 2 = π by ring, zero_div, Real.cos_pi, Real.cos_zero]
    norm_num
  rw [← hF]
  refine intervalIntegral.integral_mono_on h.lt.le hi (h.integrable 0) (fun x _ => ?_)
  rw [sub_zero, density_eq_square_add]
  linarith [sq_nonneg (e x - 2 * Real.sin (u x / 2))]

/-- Relative to the commensurate film of the same length and misfit `d`, a dislocation
costs its zero-misfit energy minus `2πd`. -/
theorem filmEnergy_sub_commensurate {a b : ℝ} {u e : ℝ → ℝ} (h : IsDislocation a b u e)
    (d : ℝ) : filmEnergy d a b u e - filmEnergy d a b (fun _ => 0) (fun _ => 0) =
      filmEnergy 0 a b u e - 2 * π * d := by
  have he : IntervalIntegrable e MeasureTheory.volume a b :=
    ContinuousOn.intervalIntegrable_of_Icc h.lt.le h.cont_strain
  have hE : ∫ x in a..b, e x = 2 * π := by
    rw [intervalIntegral.integral_eq_sub_of_hasDerivAt_of_le h.lt.le h.cont_phase
      h.hasDeriv he, h.left, h.right, sub_zero]
  have h0 : filmEnergy d a b (fun _ => 0) (fun _ => 0) = (b - a) * (d ^ 2 / 2) := by
    simp [filmEnergy]
    ring
  have hl : IntervalIntegrable (fun x => d ^ 2 / 2 - d * e x) MeasureTheory.volume a b :=
    intervalIntegrable_const.sub (he.const_mul d)
  -- expand the elastic square and integrate term by term
  have h1 : filmEnergy d a b u e = ∫ x in a..b,
      (((e x - 0) ^ 2 / 2 + (1 - Real.cos (u x))) + (d ^ 2 / 2 - d * e x)) := by
    unfold filmEnergy
    congr 1
    funext x
    ring
  rw [h0, h1, intervalIntegral.integral_add (h.integrable 0) hl,
    intervalIntegral.integral_sub intervalIntegrable_const (he.const_mul d),
    intervalIntegral.integral_const_mul, hE, intervalIntegral.integral_const, smul_eq_mul]
  unfold filmEnergy
  ring

/-- Stretching factor that fits a kink into a film of half-length `L`, for `L > 0`. -/
def stretch (L : ℝ) : ℝ := π / (2 * Real.arctan (Real.sinh L))

/-- Phase of the kink stretched to fit a film of half-length `L > 0`. -/
def kinkPhase (L x : ℝ) : ℝ := stretch L * (2 * Real.arctan (Real.sinh x)) + π

/-- Strain of the kink stretched to fit a film of half-length `L > 0`. -/
def kinkStrain (L x : ℝ) : ℝ := stretch L * (2 / Real.cosh x)

/-- For `L > 0` the stretched kink is a dislocation on `[-L, L]`. -/
theorem kink_isDislocation {L : ℝ} (hL : 0 < L) :
    IsDislocation (-L) L (kinkPhase L) (kinkStrain L) := by
  have hA : 0 < Real.arctan (Real.sinh L) := by
    have := Real.arctan_strictMono (Real.sinh_pos_iff.2 hL)
    rwa [Real.arctan_zero] at this
  have hc : stretch L * (2 * Real.arctan (Real.sinh L)) = π :=
    div_mul_cancel₀ _ (by positivity)
  have hd : ∀ x, HasDerivAt (kinkPhase L) (kinkStrain L x) x := by
    intro x
    have hx := (Real.cosh_pos x).ne'
    refine (((((Real.hasDerivAt_sinh x).arctan).const_mul 2).const_mul
      (stretch L)).add_const π).congr_deriv ?_
    rw [kinkStrain, add_comm 1, ← Real.cosh_sq]
    field_simp
  refine ⟨by linarith, fun x _ => (hd x).continuousAt.continuousWithinAt, ?_,
    fun x _ => hd x, ?_, ?_⟩
  · exact (continuous_const.mul (continuous_const.div Real.continuous_cosh
      (fun x => (Real.cosh_pos x).ne'))).continuousOn
  · rw [kinkPhase, Real.sinh_neg, Real.arctan_neg]
    linarith
  · rw [kinkPhase]
    linarith

/-- For `L > 0` the zero-misfit energy of the stretched kink is at most `8` times the
square of its stretching factor. -/
theorem kink_energy_le {L : ℝ} (hL : 0 < L) :
    filmEnergy 0 (-L) L (kinkPhase L) (kinkStrain L) ≤ 8 * stretch L ^ 2 := by
  have hA : 0 < Real.arctan (Real.sinh L) := by
    have := Real.arctan_strictMono (Real.sinh_pos_iff.2 hL)
    rwa [Real.arctan_zero] at this
  have hc : stretch L * (2 * Real.arctan (Real.sinh L)) = π :=
    div_mul_cancel₀ _ (by positivity)
  have hc1 : 1 ≤ stretch L := by
    rw [stretch, le_div_iff₀ (by positivity)]
    linarith [Real.arctan_lt_pi_div_two (Real.sinh L)]
  have hg : Continuous (fun x => stretch L ^ 2 * (4 / Real.cosh x ^ 2)) :=
    continuous_const.mul (continuous_const.div (Real.continuous_cosh.pow 2)
      (fun x => (pow_pos (Real.cosh_pos x) 2).ne'))
  have hI : ∫ x in (-L)..L, stretch L ^ 2 * (4 / Real.cosh x ^ 2) =
      stretch L ^ 2 * (8 * (Real.sinh L / Real.cosh L)) := by
    rw [intervalIntegral.integral_eq_sub_of_hasDerivAt
      (f := fun x => stretch L ^ 2 * (4 * (Real.sinh x / Real.cosh x)))
      (fun x _ => ((((Real.hasDerivAt_sinh x).fun_div (Real.hasDerivAt_cosh x)
        (Real.cosh_pos x).ne').const_mul 4).const_mul (stretch L ^ 2)).congr_deriv (by
          rw [show Real.cosh x * Real.cosh x - Real.sinh x * Real.sinh x = 1 by
            linarith [Real.cosh_sq x, sq (Real.cosh x), sq (Real.sinh x)]]
          ring)) (hg.intervalIntegrable _ _)]
    simp only [Real.sinh_neg, Real.cosh_neg]
    ring
  have hm : filmEnergy 0 (-L) L (kinkPhase L) (kinkStrain L) ≤
      ∫ x in (-L)..L, stretch L ^ 2 * (4 / Real.cosh x ^ 2) := by
    refine intervalIntegral.integral_mono_on (by linarith)
      ((kink_isDislocation hL).integrable 0) (hg.intervalIntegrable _ _) (fun x hx => ?_)
    have hψ : |2 * Real.arctan (Real.sinh x)| ≤ 2 * Real.arctan (Real.sinh L) := by
      have h1 := Real.arctan_strictMono.monotone (Real.sinh_strictMono.monotone hx.1)
      have h2 := Real.arctan_strictMono.monotone (Real.sinh_strictMono.monotone hx.2)
      rw [Real.sinh_neg, Real.arctan_neg] at h1
      exact abs_le.2 ⟨by linarith, by linarith⟩
    -- stretching moves the phase towards the substrate minima
    have hcos : Real.cos (stretch L * (2 * Real.arctan (Real.sinh x))) ≤
        Real.cos (2 * Real.arctan (Real.sinh x)) := by
      rw [← Real.cos_abs (stretch L * _), ← Real.cos_abs (2 * _), abs_mul (stretch L),
        abs_of_pos (by linarith : 0 < stretch L)]
      refine Real.cos_le_cos_of_nonneg_of_le_pi (abs_nonneg _) ?_
        (le_mul_of_one_le_left (abs_nonneg _) hc1)
      exact (mul_le_mul_of_nonneg_left hψ (by linarith)).trans hc.le
    rw [Real.cos_two_mul, Real.cos_sq_arctan, add_comm 1, ← Real.cosh_sq] at hcos
    have hq : 0 ≤ 1 / Real.cosh x ^ 2 := by positivity
    have hq2 := mul_le_mul_of_nonneg_right (one_le_pow₀ hc1 : 1 ≤ stretch L ^ 2) hq
    have e1 : (kinkStrain L x - 0) ^ 2 / 2 =
        2 * (stretch L ^ 2 * (1 / Real.cosh x ^ 2)) := by
      rw [kinkStrain]
      ring
    have e2 : stretch L ^ 2 * (4 / Real.cosh x ^ 2) =
        4 * (stretch L ^ 2 * (1 / Real.cosh x ^ 2)) := by ring
    rw [e1, e2, kinkPhase, Real.cos_add_pi]
    linarith
  have ht : Real.sinh L / Real.cosh L ≤ 1 :=
    (div_le_one (Real.cosh_pos L)).2 (Real.sinh_lt_cosh L).le
  rw [hI] at hm
  nlinarith [mul_le_mul_of_nonneg_left ht (sq_nonneg (stretch L))]

/-- For every `ε > 0` there is a half-length `L > 0` for which the stretched kink on `[-L, L]` has
zero-misfit energy below `8 + ε`. -/
theorem exists_energy_lt {ε : ℝ} (hε : 0 < ε) :
    ∃ L : ℝ, 0 < L ∧ filmEnergy 0 (-L) L (kinkPhase L) (kinkStrain L) < 8 + ε := by
  have h1 : Tendsto Real.arctan atTop (𝓝 (π / 2)) :=
    Real.tendsto_arctan_atTop.mono_right nhdsWithin_le_nhds
  have hne : 2 * (π / 2) ≠ 0 := by positivity
  have h2 : Tendsto (fun t => 8 * (π / (2 * Real.arctan t)) ^ 2) atTop
      (𝓝 (8 * (π / (2 * (π / 2))) ^ 2)) :=
    ((tendsto_const_nhds.div (h1.const_mul 2) hne).pow 2).const_mul 8
  have h3 : 8 * (π / (2 * (π / 2))) ^ 2 = 8 := by
    rw [show 2 * (π / 2) = π by ring, div_self Real.pi_ne_zero]
    norm_num
  rw [h3] at h2
  obtain ⟨t, ht, ht0⟩ := ((h2.eventually_lt_const (by linarith : (8 : ℝ) < 8 + ε)).and
    (eventually_gt_atTop 0)).exists
  have hL : 0 < Real.arsinh t := Real.arsinh_pos_iff.2 ht0
  refine ⟨Real.arsinh t, hL, (kink_energy_le hL).trans_lt ?_⟩
  rwa [stretch, Real.sinh_arsinh]

/-- Critical misfit: some finite film with a dislocation has lower energy than the
commensurate film of the same length and misfit `d` if and only if `d > 4/π`. -/
theorem dislocation_favourable_iff (d : ℝ) :
    (∃ (a b : ℝ) (u e : ℝ → ℝ), IsDislocation a b u e ∧
      filmEnergy d a b u e < filmEnergy d a b (fun _ => 0) (fun _ => 0)) ↔ 4 / π < d := by
  rw [div_lt_iff₀ Real.pi_pos]
  constructor
  · rintro ⟨a, b, u, e, h, hlt⟩
    linarith [filmEnergy_sub_commensurate h d, eight_le_filmEnergy h]
  · intro hd
    obtain ⟨L, hL, hE⟩ := exists_energy_lt (by linarith : 0 < 2 * π * d - 8)
    refine ⟨-L, L, kinkPhase L, kinkStrain L, kink_isDislocation hL, ?_⟩
    linarith [filmEnergy_sub_commensurate (kink_isDislocation hL) d]

end

end FrenkelKontorovaMisfit
```

```lean
#print axioms FrenkelKontorovaMisfit.dislocation_favourable_iff
```

```
'FrenkelKontorovaMisfit.dislocation_favourable_iff' depends on axioms: [propext, Classical.choice, Quot.sound]
```

## From the square to the threshold in Lean

`density_eq_square_add` is the completed square at a single point, obtained from the double-angle formula and $\sin^2+\cos^2=1$. In `eight_le_filmEnergy`, the step `hF` evaluates the cross term by the fundamental theorem of calculus with antiderivative $-4\cos(u/2)$. The pointwise inequality is then integrated with `integral_mono_on`. This needs both sides to be integrable: `IsDislocation.integrable` covers the energy density and the step `hi` covers the cross term, each by continuity.

`filmEnergy_sub_commensurate` is the expansion in $d$. Its step `hE` computes $\int e=2\pi$, `h0` gives the commensurate energy, and `h1` rewrites the integrand so that it can be integrated term by term.

The factor $c$ is `stretch L`, and $u_L$ and its derivative are `kinkPhase L` and `kinkStrain L`. `kink_isDislocation` checks the derivative and the end values. In `kink_energy_le`, `hψ` bounds $|\theta|$ by its value at the end of the film, `hcos` is the comparison of cosines, and `hI` is the integral of $4c^2/\cosh^2x$. The comparison is made with absolute values, which treats both halves of the film at once.

For the limit, `exists_energy_lt` works with $t=\sinh L$. As $t\to\infty$, $\arctan t\to\pi/2$ and the bound $8c^2$ tends to $8$. The proof picks a positive $t$ for which the bound is below $8+\varepsilon$ and sets $L=\operatorname{arsinh}t$. The final theorem combines these results, and `linarith` does the remaining linear arithmetic in each direction.

## Long films, short films and other stiffnesses

The remarks here are worked by hand and go beyond the file. As $L\to\infty$ the profile $u_L$ tends to $\pi+2\arctan(\sinh x)=4\arctan(e^x)$. This kink satisfies $u'=2\sin(u/2)$, so the square vanishes and its energy on the whole line is $8$. In the opposite limit, the Cauchy–Schwarz inequality gives $E_0[u]\ge2\pi^2/\ell$ on a film of length $\ell$. A dislocation can therefore pay off there only if $d>\pi/\ell$.

The same argument handles a film of stiffness $K>0$ on a substrate of amplitude $V>0$, with energy density $K(e-d)^2/2+V(1-\cos u)$. Completing the square now gives the bound $8\sqrt{KV}$ at zero misfit, and the misfit term contributes $-2\pi Kd$. The threshold becomes $d>(4/\pi)\sqrt{V/K}$: a stiffer film gives way to dislocations at a smaller misfit, and a stronger substrate holds it commensurate up to a larger one. Here $d$ is a phase gradient per unit of physical length. For a substrate of period $p$ the corresponding relative lattice mismatch is $p\,d/(2\pi)$, with threshold $(2p/\pi^2)\sqrt{V/K}$.
